# Bounds on the level shifts from a mismatched exchange coefficient at fixed density

## An unscreened potential in the wrong functional

A pseudopotential that was unscreened with one exchange functional and is then used with another generally fails to return the reference levels of its own atom. In an exchange-only treatment without a nonlinear core correction, which is the case considered here, unscreening subtracts the Hartree and exchange potentials of the valence density from the screened potential. If the exchange added back later is a different one, the two contributions don't cancel and a spurious potential remains. Without an estimate of its effect, one can't tell whether a displaced level is of the size that the mismatch can produce.

Take local exchange with the potential −c n^(1/3), where n ≥ 0 is the valence density of the reference atom and c is a coefficient. In the Xα family, c is proportional to α and sets the strength of exchange. Let H contain everything else: kinetic energy, ionic pseudopotential and Hartree potential. With a the coefficient used in unscreening and b the one used afterwards, the matched and mismatched operators are

H(a) = H − a diag(n^(1/3)),  H(b) = H − b diag(n^(1/3)).

For a ≤ b the spurious potential is −(b − a) n^(1/3), which is attractive or zero everywhere. The bounds below estimate the resulting level errors in a pseudopotential calculation for this atom on a finite grid, with the density held fixed and not iterated to self-consistency.

## The bounds and how they are read in Lean

Let the grid have N points, and let εₖ(c) be the k-th eigenvalue of H(c), counted from below with multiplicity, for k = 0, …, N − 1. If n ≥ 0 and a ≤ b, then for every k

(b − a)(min n)^(1/3) ≤ εₖ(a) − εₖ(b) ≤ (b − a)(max n)^(1/3).

This is `level_shift_bounds`. The type `ι` is the set of grid points, `screened H n c` is H(c), and `level` is εₖ. The hypotheses `hH`, `hn` and `hab` say that H is Hermitian, that the density is nonnegative and that a ≤ b. If b < a, the same theorem with a and b interchanged bounds the rise of the levels. The expressions `⨅ i, n i` and `⨆ i, n i` are the minimum and maximum of n. An index `k : Fin (Fintype.card ι)` exists only if the grid has a point, so nonemptiness needs no hypothesis of its own.

H may be any Hermitian matrix, including one with a nonlocal pseudopotential. The inner product is the plain sum over grid points, as for a uniform grid with the volume element absorbed into the normalisation. The density is the same in both operators. Gradient corrections, spin polarisation and the continuum limit lie beyond this model. If the density vanishes at some grid point, the lower bound says only that no level rises. The valence density of an atom is very small far from the nucleus, so on a large grid the lower bound is close to zero.

Two consequences follow. By `spacing_error`, the spacing of any two levels changes by at most

(b − a)[(max n)^(1/3) − (min n)^(1/3)].

By `uniform_density_shift`, changing the coefficient from a to b at a uniform density t³ with t ≥ 0 lowers every level by exactly (b − a)t. Here a and b may come in either order, and a negative value means that the levels rise.

## From energies to ordered levels

For a state x, not necessarily normalised, write S(x) = Σᵢ |xᵢ|² and E_c(x) = ⟨x, H(c)x⟩. The exchange term is diagonal, so

E_a(x) − E_b(x) = (b − a) Σᵢ nᵢ^(1/3) |xᵢ|².

The cube root is increasing on nonnegative numbers and b − a ≥ 0. Hence

(b − a)(min n)^(1/3) S(x) ≤ E_a(x) − E_b(x) ≤ (b − a)(max n)^(1/3) S(x).

It remains to pass from energies to levels. Let A and B be Hermitian with ascending levels αⱼ and βⱼ and orthonormal eigenvectors uⱼ and vⱼ. Suppose that for some real g and all x

⟨x, Ax⟩ + g S(x) ≤ ⟨x, Bx⟩.

Then αₖ + g ≤ βₖ for every k. To see this, look for a state x with

⟨uⱼ, x⟩ = 0 for j < k,  ⟨vⱼ, x⟩ = 0 for j > k.

These are k + (N − 1 − k) = N − 1 homogeneous linear equations in N unknowns, so a solution x ≠ 0 exists. Since ⟨uⱼ, Ax⟩ = αⱼ⟨uⱼ, x⟩, expansion in the eigenvectors of A gives

⟨x, Ax⟩ = Σⱼ αⱼ |⟨uⱼ, x⟩|²,  S(x) = Σⱼ |⟨uⱼ, x⟩|².

Only terms with j ≥ k survive, so ⟨x, Ax⟩ ≥ αₖ S(x). In the same way only levels of B with j ≤ k contribute, so ⟨x, Bx⟩ ≤ βₖ S(x). Together,

(αₖ + g) S(x) ≤ ⟨x, Ax⟩ + g S(x) ≤ ⟨x, Bx⟩ ≤ βₖ S(x),

and division by S(x) > 0 gives the claim.

The lower bound follows with A = H(b), B = H(a) and g = (b − a)(min n)^(1/3). The upper bound follows with A = H(a), B = H(b) and g = −(b − a)(max n)^(1/3).

For the spacings, write δₖ = εₖ(a) − εₖ(b). The spacing of levels j and k changes by δₖ − δⱼ, and both shifts lie in the same interval, so the change is at most the interval's length. For a uniform density t³ the energy difference is exactly (b − a)t S(x). The comparison then applies in both directions and gives equality.

## Two grid points with densities 1 and 64

Take n = (1, 64), so that n^(1/3) = (1, 4), with a = 1, b = 2 and, in arbitrary units,

H = [[1, 2], [2, 4]].

Then

H(a) = [[0, 2], [2, 0]] has levels −2 and 2,

H(b) = [[−1, 2], [2, −4]] has levels −5 and 0.

The levels drop by 3 and 2, both between the bounds 1 and 4. The spacing grows from 4 to 5, a change of 1, where the bound allows 3. The numbers only illustrate the inequalities and don't describe a reference atom: both eigenvectors of H(a) have equal weight on the two points, so they can't produce this density.

## The Lean file

```lean
import Mathlib

open Matrix

namespace UnscreeningMismatch

noncomputable section

variable {ι : Type*} [Fintype ι] [DecidableEq ι]

/-- The grid Hamiltonian `H - c diag(n^(1/3))`: local exchange with coefficient `c`,
evaluated at the fixed nonnegative density `n`, is added to `H`. -/
def screened (H : Matrix ι ι ℂ) (n : ι → ℝ) (c : ℝ) : Matrix ι ι ℂ :=
  H - diagonal (fun i => ((c * n i ^ (1 / 3 : ℝ) : ℝ) : ℂ))

/-- The quadratic form `Re ⟨x, A x⟩` of a grid operator in the state `x`. -/
def energy (A : Matrix ι ι ℂ) (x : ι → ℂ) : ℝ := (star x ⬝ᵥ A *ᵥ x).re

/-- The labelling of Mathlib's eigenvectors by position, counted from the lowest level. -/
def order (ι : Type*) [Fintype ι] : Fin (Fintype.card ι) ≃ ι :=
  Fin.revPerm.trans (Fintype.equivOfCardEq (Fintype.card_fin _))

/-- The `k`-th eigenvalue of a Hermitian matrix, counted from below with multiplicity. -/
def level {A : Matrix ι ι ℂ} (hA : A.IsHermitian) (k : Fin (Fintype.card ι)) : ℝ :=
  hA.eigenvalues₀ k.rev

/-- A normalised eigenvector for the `k`-th level of a Hermitian matrix, taken from Mathlib's
orthonormal eigenvector basis. -/
def orbital {A : Matrix ι ι ℂ} (hA : A.IsHermitian) (k : Fin (Fintype.card ι)) :
    EuclideanSpace ℂ ι :=
  hA.eigenvectorBasis (order ι k)

/-- The levels of a Hermitian matrix are in ascending order. -/
theorem level_mono {A : Matrix ι ι ℂ} (hA : A.IsHermitian) : Monotone (level hA) :=
  fun _ _ h => hA.eigenvalues₀_antitone (Fin.rev_le_rev.2 h)

omit [Fintype ι] in
/-- Adding local exchange to a Hermitian matrix leaves it Hermitian. -/
theorem screened_isHermitian {H : Matrix ι ι ℂ} (hH : H.IsHermitian) (n : ι → ℝ) (c : ℝ) :
    (screened H n c).IsHermitian := by
  refine Matrix.IsHermitian.sub hH ?_
  unfold Matrix.IsHermitian
  rw [diagonal_conjTranspose]
  exact congrArg diagonal (funext fun i => Complex.conj_ofReal _)

/-- Local exchange lowers the energy of a state by `c` times the sum of `n^(1/3) |x|²`. -/
theorem energy_screened (H : Matrix ι ι ℂ) (n : ι → ℝ) (c : ℝ) (x : ι → ℂ) :
    energy (screened H n c) x
      = energy H x - c * ∑ i, n i ^ (1 / 3 : ℝ) * ‖x i‖ ^ 2 := by
  unfold energy screened
  rw [Matrix.sub_mulVec, dotProduct_sub, Complex.sub_re]
  congr 1
  simp only [dotProduct, Matrix.mulVec_diagonal, Pi.star_apply, Complex.re_sum, Finset.mul_sum]
  refine Finset.sum_congr rfl fun i _ => ?_
  generalize n i ^ (1 / 3 : ℝ) = w
  rw [Complex.sq_norm, Complex.normSq_apply]
  simp only [Complex.star_def, Complex.mul_re, Complex.mul_im, Complex.conj_re,
    Complex.conj_im, Complex.ofReal_re, Complex.ofReal_im]
  ring

/-- For a Hermitian matrix, the energy of a state is the sum of the levels weighted by its squared
overlaps with the orbitals, and these weights add up to the squared norm of the state. -/
theorem energy_eq_sum {A : Matrix ι ι ℂ} (hA : A.IsHermitian) (x : EuclideanSpace ℂ ι) :
    energy A x.ofLp = ∑ k, level hA k * ‖inner ℂ (orbital hA k) x‖ ^ 2 ∧
      ∑ k, ‖inner ℂ (orbital hA k) x‖ ^ 2 = ∑ i, ‖x.ofLp i‖ ^ 2 := by
  constructor
  · -- the matrix acts on each eigenvector component by its eigenvalue
    have key : ∀ i, inner ℂ (hA.eigenvectorBasis i) (WithLp.toLp 2 (A *ᵥ x.ofLp))
        = (hA.eigenvalues i : ℂ) * inner ℂ (hA.eigenvectorBasis i) x := by
      intro i
      have h1 : star (hA.eigenvectorBasis i).ofLp ᵥ* A
          = (hA.eigenvalues i : ℂ) • star (hA.eigenvectorBasis i).ofLp := by
        have h := congrArg star (hA.mulVec_eigenvectorBasis i)
        rw [Matrix.star_mulVec, hA.eq] at h
        exact h.trans (by ext j; simp)
      rw [EuclideanSpace.inner_eq_star_dotProduct, EuclideanSpace.inner_eq_star_dotProduct]
      change (A *ᵥ x.ofLp) ⬝ᵥ star (hA.eigenvectorBasis i).ofLp
        = _ * (x.ofLp ⬝ᵥ star (hA.eigenvectorBasis i).ofLp)
      rw [dotProduct_comm (A *ᵥ x.ofLp), Matrix.dotProduct_mulVec, h1, smul_dotProduct,
        smul_eq_mul, dotProduct_comm x.ofLp]
    have h2 : energy A x.ofLp = (inner ℂ x (WithLp.toLp 2 (A *ᵥ x.ofLp))).re := by
      rw [EuclideanSpace.inner_eq_star_dotProduct, dotProduct_comm]
      rfl
    rw [h2, ← hA.eigenvectorBasis.sum_inner_mul_inner x _, Complex.re_sum,
      ← (order ι).sum_comp]
    refine Finset.sum_congr rfl fun k _ => ?_
    have hl : hA.eigenvalues (order ι k) = level hA k :=
      congrArg hA.eigenvalues₀ (Equiv.symm_apply_apply
        (Fintype.equivOfCardEq (Fintype.card_fin _) : Fin (Fintype.card ι) ≃ ι) k.rev)
    rw [key, hl, ← inner_conj_symm x (hA.eigenvectorBasis (order ι k))]
    unfold orbital
    generalize inner ℂ (hA.eigenvectorBasis (order ι k)) x = z
    rw [Complex.sq_norm, Complex.normSq_apply]
    simp only [Complex.mul_re, Complex.mul_im, Complex.conj_re, Complex.conj_im,
      Complex.ofReal_re, Complex.ofReal_im]
    ring
  · calc ∑ k, ‖inner ℂ (orbital hA k) x‖ ^ 2
        = ∑ i, ‖inner ℂ (hA.eigenvectorBasis i) x‖ ^ 2 :=
          (order ι).sum_comp (fun i => ‖inner ℂ (hA.eigenvectorBasis i) x‖ ^ 2)
      _ = ‖hA.eigenvectorBasis.repr x‖ ^ 2 := by
          rw [EuclideanSpace.norm_sq_eq]
          exact Finset.sum_congr rfl fun i _ => by rw [OrthonormalBasis.repr_apply_apply]
      _ = ‖x‖ ^ 2 := by rw [LinearIsometryEquiv.norm_map]
      _ = ∑ i, ‖x.ofLp i‖ ^ 2 := EuclideanSpace.norm_sq_eq x

/-- In an `N`-dimensional state space some nonzero state is orthogonal to the members of one
list of `N` vectors before position `k` and to those of another list after position `k`. -/
theorem exists_common_state {E : Type*} [NormedAddCommGroup E] [InnerProductSpace ℂ E]
    [FiniteDimensional ℂ E] {N : ℕ} (hE : Module.finrank ℂ E = N) (u v : Fin N → E)
    (k : Fin N) :
    ∃ x : E, x ≠ 0 ∧ (∀ j, j < k → inner ℂ (u j) x = 0) ∧
      (∀ j, k < j → inner ℂ (v j) x = 0) := by
  let T : E →ₗ[ℂ] (Fin N → ℂ) :=
    { toFun := fun x j => if j < k then inner ℂ (u j) x else
        if k < j then inner ℂ (v j) x else 0
      map_add' := by
        intro x y
        ext j
        simp only [Pi.add_apply]
        split_ifs <;> simp
      map_smul' := by
        intro c x
        ext j
        simp only [Pi.smul_apply, RingHom.id_apply]
        split_ifs <;> simp }
  -- component `k` of `T` vanishes, so `T` is not onto and hence not one-to-one
  have hT : ¬ Function.Injective T := by
    intro hi
    obtain ⟨x, hx⟩ := (LinearMap.injective_iff_surjective_of_finrank_eq_finrank
      (by simp [hE])).1 hi (fun _ => 1)
    have h := congrFun hx k
    simp [T] at h
  rw [← LinearMap.ker_eq_bot, Submodule.eq_bot_iff] at hT
  push Not at hT
  obtain ⟨x, hx, hx0⟩ := hT
  refine ⟨x, hx0, fun j hj => ?_, fun j hj => ?_⟩
  · simpa [T, hj] using congrFun (LinearMap.mem_ker.1 hx) j
  · simpa [T, hj, lt_asymm hj] using congrFun (LinearMap.mem_ker.1 hx) j

/-- Let `A` and `B` be Hermitian. If the energy in `B` exceeds that in `A` by at least `c` times the
squared norm for every state, then each level of `B` exceeds the matching level of `A` by at least
`c`. -/
theorem level_add_le {A B : Matrix ι ι ℂ} (hA : A.IsHermitian) (hB : B.IsHermitian) (c : ℝ)
    (h : ∀ x : ι → ℂ, energy A x + c * ∑ i, ‖x i‖ ^ 2 ≤ energy B x)
    (k : Fin (Fintype.card ι)) : level hA k + c ≤ level hB k := by
  obtain ⟨x, hx0, hu, hv⟩ :=
    exists_common_state finrank_euclideanSpace (orbital hA) (orbital hB) k
  have hS : 0 < ∑ i, ‖x.ofLp i‖ ^ 2 := by
    have h1 : ‖x‖ ^ 2 = ∑ i, ‖x.ofLp i‖ ^ 2 := EuclideanSpace.norm_sq_eq x
    rw [← h1]
    exact pow_pos (norm_pos_iff.2 hx0) 2
  -- only levels from `k` upwards of `A` contribute
  have hlow : level hA k * ∑ i, ‖x.ofLp i‖ ^ 2 ≤ energy A x.ofLp := by
    rw [(energy_eq_sum hA x).1, ← (energy_eq_sum hA x).2, Finset.mul_sum]
    refine Finset.sum_le_sum fun j _ => ?_
    by_cases hj : j < k
    · rw [hu j hj, norm_zero]
      linarith
    · exact mul_le_mul_of_nonneg_right (level_mono hA (not_lt.1 hj)) (sq_nonneg _)
  -- only levels up to `k` of `B` contribute
  have hupp : energy B x.ofLp ≤ level hB k * ∑ i, ‖x.ofLp i‖ ^ 2 := by
    rw [(energy_eq_sum hB x).1, ← (energy_eq_sum hB x).2, Finset.mul_sum]
    refine Finset.sum_le_sum fun j _ => ?_
    by_cases hj : k < j
    · rw [hv j hj, norm_zero]
      linarith
    · exact mul_le_mul_of_nonneg_right (level_mono hB (not_lt.1 hj)) (sq_nonneg _)
  exact le_of_mul_le_mul_right (by linarith [h x.ofLp]) hS

/-- For Hermitian `H`, a nonnegative density and `a ≤ b`, raising the exchange coefficient from `a`
to `b` lowers every level by at least `(b - a) (min n)^(1/3)` and at most `(b - a) (max n)^(1/3)`.
-/
theorem level_shift_bounds {H : Matrix ι ι ℂ} (hH : H.IsHermitian) {n : ι → ℝ}
    (hn : ∀ i, 0 ≤ n i) {a b : ℝ} (hab : a ≤ b) (k : Fin (Fintype.card ι)) :
    (b - a) * (⨅ i, n i) ^ (1 / 3 : ℝ)
        ≤ level (screened_isHermitian hH n a) k - level (screened_isHermitian hH n b) k ∧
      level (screened_isHermitian hH n a) k - level (screened_isHermitian hH n b) k
        ≤ (b - a) * (⨆ i, n i) ^ (1 / 3 : ℝ) := by
  constructor
  · have h := level_add_le (screened_isHermitian hH n b) (screened_isHermitian hH n a)
      ((b - a) * (⨅ i, n i) ^ (1 / 3 : ℝ)) (fun x => by
        have hm : (⨅ i, n i) ^ (1 / 3 : ℝ) * ∑ i, ‖x i‖ ^ 2
            ≤ ∑ i, n i ^ (1 / 3 : ℝ) * ‖x i‖ ^ 2 := by
          rw [Finset.mul_sum]
          exact Finset.sum_le_sum fun i _ => mul_le_mul_of_nonneg_right
            (Real.rpow_le_rpow (Real.iInf_nonneg hn)
              (ciInf_le (Set.finite_range n).bddBelow i) (by norm_num)) (sq_nonneg _)
        rw [energy_screened, energy_screened]
        linarith [mul_le_mul_of_nonneg_left hm (sub_nonneg.2 hab)]) k
    linarith
  · have h := level_add_le (screened_isHermitian hH n a) (screened_isHermitian hH n b)
      (-((b - a) * (⨆ i, n i) ^ (1 / 3 : ℝ))) (fun x => by
        have hm : ∑ i, n i ^ (1 / 3 : ℝ) * ‖x i‖ ^ 2
            ≤ (⨆ i, n i) ^ (1 / 3 : ℝ) * ∑ i, ‖x i‖ ^ 2 := by
          rw [Finset.mul_sum]
          exact Finset.sum_le_sum fun i _ => mul_le_mul_of_nonneg_right
            (Real.rpow_le_rpow (hn i)
              (le_ciSup (Set.finite_range n).bddAbove i) (by norm_num)) (sq_nonneg _)
        rw [energy_screened, energy_screened]
        linarith [mul_le_mul_of_nonneg_left hm (sub_nonneg.2 hab)]) k
    linarith

/-- For Hermitian `H`, a nonnegative density and `a ≤ b`, the mismatch changes the spacing of any
two levels by at most `(b - a)` times the difference between the largest and smallest `n^(1/3)`. -/
theorem spacing_error {H : Matrix ι ι ℂ} (hH : H.IsHermitian) {n : ι → ℝ}
    (hn : ∀ i, 0 ≤ n i) {a b : ℝ} (hab : a ≤ b) (j k : Fin (Fintype.card ι)) :
    |(level (screened_isHermitian hH n b) j - level (screened_isHermitian hH n b) k)
        - (level (screened_isHermitian hH n a) j - level (screened_isHermitian hH n a) k)|
      ≤ (b - a) * ((⨆ i, n i) ^ (1 / 3 : ℝ) - (⨅ i, n i) ^ (1 / 3 : ℝ)) := by
  obtain ⟨h1, h2⟩ := level_shift_bounds hH hn hab j
  obtain ⟨h3, h4⟩ := level_shift_bounds hH hn hab k
  rw [abs_le]
  constructor <;> linarith

/-- For Hermitian `H` and a uniform density `t³` with `t ≥ 0`, changing the exchange coefficient
from `a` to `b` lowers every level by exactly `(b - a) t`. -/
theorem uniform_density_shift {H : Matrix ι ι ℂ} (hH : H.IsHermitian) {t : ℝ} (ht : 0 ≤ t)
    (a b : ℝ) (k : Fin (Fintype.card ι)) :
    level (screened_isHermitian hH (fun _ => t ^ 3) a) k
      - level (screened_isHermitian hH (fun _ => t ^ 3) b) k = (b - a) * t := by
  have h3 : (t ^ 3) ^ (1 / 3 : ℝ) = t := by
    rw [← Real.rpow_natCast t 3, ← Real.rpow_mul ht]
    norm_num
  have he : ∀ (c : ℝ) (x : ι → ℂ), energy (screened H (fun _ => t ^ 3) c) x
      = energy H x - c * (t * ∑ i, ‖x i‖ ^ 2) := by
    intro c x
    rw [energy_screened]
    simp only [h3, ← Finset.mul_sum]
  have h1 := level_add_le (screened_isHermitian hH (fun _ => t ^ 3) b)
    (screened_isHermitian hH (fun _ => t ^ 3) a) ((b - a) * t)
    (fun x => by rw [he, he]; exact le_of_eq (by ring)) k
  have h2 := level_add_le (screened_isHermitian hH (fun _ => t ^ 3) a)
    (screened_isHermitian hH (fun _ => t ^ 3) b) (-((b - a) * t))
    (fun x => by rw [he, he]; exact le_of_eq (by ring)) k
  linarith

end

end UnscreeningMismatch
```

```lean
#print axioms UnscreeningMismatch.level_shift_bounds
#print axioms UnscreeningMismatch.spacing_error
#print axioms UnscreeningMismatch.uniform_density_shift
```

```
'UnscreeningMismatch.level_shift_bounds' depends on axioms: [propext, Classical.choice, Quot.sound]
'UnscreeningMismatch.spacing_error' depends on axioms: [propext, Classical.choice, Quot.sound]
'UnscreeningMismatch.uniform_density_shift' depends on axioms: [propext, Classical.choice, Quot.sound]
```

## Lemmas behind the comparison

Mathlib lists the eigenvalues `eigenvalues₀` in descending order. The definition `level` reads that list backwards, `orbital` picks the matching eigenvector through `order`, and `level_mono` records the ascending order. `screened_isHermitian` holds because the exchange term is a real diagonal matrix.

`energy_screened` computes the contribution of the exchange potential to ⟨x, H(c)x⟩. `energy_eq_sum` is the expansion in eigenvectors: its step `key` takes the adjoint of the eigenvalue equation to get ⟨uⱼ, Ax⟩ = αⱼ⟨uⱼ, x⟩, and `sum_inner_mul_inner` inserts the complete basis. Its second half says that the squared overlaps add up to S(x).

`level_add_le` is the comparison of A and B, with the gap g called `c`. Its steps `hlow` and `hupp` are the two estimates by αₖ and βₖ, proved term by term, and `le_of_mul_le_mul_right` divides by S(x). `level_shift_bounds` applies it twice, with `hm` bounding Σᵢ nᵢ^(1/3) |xᵢ|² through the extremal density. `spacing_error` combines the bounds for two levels by `linarith`. `uniform_density_shift` first simplifies (t³)^(1/3) to t in `h3`, then uses the comparison in both directions.

## A linear map with one empty component

The Lean proof handles the count of N − 1 equations in N unknowns with a small device. `exists_common_state` puts all the conditions into one linear map `T` from the state space to `Fin N → ℂ`. Component j of `T x` is ⟨uⱼ, x⟩ for j < k, ⟨vⱼ, x⟩ for j > k, and zero for j = k.

Both spaces have dimension N, so `LinearMap.injective_iff_surjective_of_finrank_eq_finrank` makes injectivity equivalent to surjectivity. If `T` were injective, some x would be mapped to the vector with all components 1, and component k would read 0 = 1. So `T` has a nonzero kernel vector, which is the required state. No dimension of an intersection of subspaces has to be computed, and the two lists of vectors need not be orthonormal. For N = 1 there are no conditions, `T` is zero, and any nonzero state will do.
